# Bounded errors in free-energy levels give a bounded error in the limiting potential

A catalyst can be ranked ahead of a better one merely because its computed intermediates are slightly too stable or too unstable. The limiting potential depends on the largest step of a reaction path, and level errors can change both the height of that step and which step it is. A bound on this effect gives a gap between two limiting potentials beyond which such errors cannot reverse their order.

Take an oxidation path of $n+1$ one-electron steps, with free-energy levels $G_0,\dots,G_{n+1}$ in eV at zero applied potential. Its step energies are $\Delta_i(G)=G_{i+1}-G_i$ for $i=0,\dots,n$. In the computational hydrogen electrode model, with the free energies of the adsorbed intermediates taken as independent of the potential, an applied potential $U$ lowers each step by $eU$, so all steps are downhill or level once $U$ reaches the limiting potential, in volts

$$U_L(G)=\max_i\Delta_i(G).$$

The equilibrium potential is $U_{eq}(G)=(G_{n+1}-G_0)/(n+1)$ and the overpotential is $\eta=U_L-U_{eq}$. For reductions, $U_L$ and $U_{eq}$ are usually quoted with the opposite sign.

In Lean, `G : Fin (n + 2) → ℝ` lists the levels, and `i.castSucc` and `i.succ` are the levels before and after step $i$. Units are not tracked: eV per electron and volts share one number.

```lean
import Mathlib

open Finset

namespace LimitingPotentialStability

noncomputable section

/-- Free energy of step `i` (in eV): the difference of two consecutive levels of a path
with `n + 1` one-electron steps. -/
def stepEnergy {n : ℕ} (G : Fin (n + 2) → ℝ) (i : Fin (n + 1)) : ℝ :=
  G i.succ - G i.castSucc

/-- The limiting potential (in V): the largest step free energy along the path. -/
def limitingPotential {n : ℕ} (G : Fin (n + 2) → ℝ) : ℝ :=
  univ.sup' univ_nonempty (stepEnergy G)

/-- The equilibrium potential: the total free-energy change divided by the number of steps. -/
def equilibriumPotential {n : ℕ} (G : Fin (n + 2) → ℝ) : ℝ :=
  (G (Fin.last (n + 1)) - G 0) / ((n : ℝ) + 1)

/-- The overpotential: the limiting potential minus the equilibrium potential. -/
def overpotential {n : ℕ} (G : Fin (n + 2) → ℝ) : ℝ :=
  limitingPotential G - equilibriumPotential G
```

Primes denote shifted levels, and $\delta_i=G'_i-G_i$. The next structure requires $\delta_0=\delta_{n+1}=0$ and $|\delta_i|\le\varepsilon$. Fixed endpoints represent an overall reaction free energy taken as known; $\varepsilon$ is an assumed worst-case error of the intermediates, in eV.

```lean
/-- The levels `G'` arise from `G` with both endpoints fixed and no level moved by more
than `ε`. -/
structure FixedEndpointShift {n : ℕ} (G G' : Fin (n + 2) → ℝ) (ε : ℝ) : Prop where
  initial : G' 0 = G 0
  final : G' (Fin.last (n + 1)) = G (Fin.last (n + 1))
  bound : ∀ i, |G' i - G i| ≤ ε
```

## (a) Each step lies below the maximum

Show that, for every step $i$,
$$\Delta_i(G)\le U_L(G).$$

The maximum of a finite list is at least each of its entries.

```lean
/-- No step free energy exceeds the limiting potential. -/
theorem stepEnergy_le {n : ℕ} (G : Fin (n + 2) → ℝ) (i : Fin (n + 1)) :
    stepEnergy G i ≤ limitingPotential G :=
  Finset.le_sup' (stepEnergy G) (Finset.mem_univ i)
```

## (b) A common bound on the steps

Let $\Delta_i(G)\le c$ for all $i$. Show that
$$U_L(G)\le c.$$

The maximum is itself one of the step energies, so it obeys the same bound.

```lean
/-- A common upper bound on all step free energies bounds the limiting potential. -/
theorem limitingPotential_le {n : ℕ} {G : Fin (n + 2) → ℝ} {c : ℝ}
    (h : ∀ i, stepEnergy G i ≤ c) : limitingPotential G ≤ c :=
  Finset.sup'_le _ _ (fun i _ => h i)
```

## (c) From step errors to the limiting potential

Let every step energy change by at most $d$. Show that
$$|U_L(G')-U_L(G)|\le d.$$

For every $i$, part (a) gives
$$\Delta_i(G')\le\Delta_i(G)+d\le U_L(G)+d,$$
so $U_L(G')\le U_L(G)+d$ by (b). Exchanging $G$ and $G'$ gives the other inequality. These are `h1` and `h2` in the code. The maximum may sit at different steps in the two paths.

```lean
/-- If every step free energy changes by at most `d`, the limiting potential changes by at
most `d`. -/
theorem limitingPotential_shift_of_steps {n : ℕ} {G G' : Fin (n + 2) → ℝ} {d : ℝ}
    (h : ∀ i, |stepEnergy G' i - stepEnergy G i| ≤ d) :
    |limitingPotential G' - limitingPotential G| ≤ d := by
  -- compare each step of one path with the maximum of the other
  have h1 : limitingPotential G' ≤ limitingPotential G + d :=
    limitingPotential_le fun i => by
      linarith [(abs_le.mp (h i)).2, stepEnergy_le G i]
  have h2 : limitingPotential G ≤ limitingPotential G' + d :=
    limitingPotential_le fun i => by
      linarith [(abs_le.mp (h i)).1, stepEnergy_le G' i]
  rw [abs_le]
  constructor <;> linarith
```

## (d) From level errors to the limiting potential

Let $|\delta_i|\le\varepsilon$ for all levels, endpoints included. Show that
$$|U_L(G')-U_L(G)|\le2\varepsilon.$$

A step contains two levels:
$$|\Delta_i(G')-\Delta_i(G)|=|\delta_{i+1}-\delta_i|\le|\delta_{i+1}|+|\delta_i|\le2\varepsilon.$$
Apply (c) with $d=2\varepsilon$. In Lean, `abs_le` turns the absolute values into pairs of inequalities, which `linarith` adds.

```lean
/-- If every level, endpoints included, moves by at most `ε`, the limiting potential changes
by at most `2 ε`. -/
theorem limitingPotential_shift_of_levels {n : ℕ} {G G' : Fin (n + 2) → ℝ} {ε : ℝ}
    (h : ∀ i, |G' i - G i| ≤ ε) :
    |limitingPotential G' - limitingPotential G| ≤ 2 * ε := by
  apply limitingPotential_shift_of_steps
  intro i
  -- the errors of the two levels that bound a step add up at worst
  have ha := abs_le.mp (h i.succ)
  have hb := abs_le.mp (h i.castSucc)
  unfold stepEnergy
  rw [abs_le]
  constructor <;> linarith [ha.1, ha.2, hb.1, hb.2]
```

## (e) The overpotential with fixed endpoints

Now fix both endpoints as well. Show that
$$|U_L(G')-U_L(G)|\le2\varepsilon,\qquad|\eta(G')-\eta(G)|\le2\varepsilon.$$

The first bound is (d). Since $U_{eq}$ contains only the endpoints, $U_{eq}(G')=U_{eq}(G)$ (`hE`). It cancels, leaving $\eta(G')-\eta(G)=U_L(G')-U_L(G)$.

```lean
/-- If the endpoints are fixed and no level moves by more than `ε`, the limiting potential
and the overpotential each change by at most `2 ε`. -/
theorem potential_shift_le {n : ℕ} {G G' : Fin (n + 2) → ℝ} {ε : ℝ}
    (h : FixedEndpointShift G G' ε) :
    |limitingPotential G' - limitingPotential G| ≤ 2 * ε ∧
      |overpotential G' - overpotential G| ≤ 2 * ε := by
  have hU := limitingPotential_shift_of_levels h.bound
  -- fixed endpoints leave the equilibrium potential unchanged
  have hE : equilibriumPotential G' = equilibriumPotential G := by
    unfold equilibriumPotential
    rw [h.initial, h.final]
  refine ⟨hU, ?_⟩
  unfold overpotential
  rw [hE, sub_sub_sub_cancel_right]
  exact hU
```

## (f) Two steps, one intermediate

For a two-step path with fixed endpoints, show that
$$|U_L(G')-U_L(G)|\le\varepsilon.$$

Here $\delta_0=\delta_2=0$, so the two steps change by $\delta_1$ and $-\delta_1$. Apply (c) with $d=\varepsilon$. Lean sets `n := 1` and treats the two steps separately with `fin_cases`.

```lean
/-- For a two-step path with fixed endpoints whose levels move by at most `ε`, the limiting
potential changes by at most `ε`. -/
theorem two_step_shift_le {G G' : Fin 3 → ℝ} {ε : ℝ}
    (h : FixedEndpointShift (n := 1) G G' ε) :
    |limitingPotential (n := 1) G' - limitingPotential (n := 1) G| ≤ ε := by
  have h0 : G' 0 = G 0 := h.initial
  have h2 : G' 2 = G 2 := h.final
  have h1 : |G' 1 - G 1| ≤ ε := h.bound 1
  have h1' := abs_le.mp h1
  apply limitingPotential_shift_of_steps
  intro i
  -- each step contains the single intermediate and one fixed endpoint
  fin_cases i
  · show |(G' 1 - G' 0) - (G 1 - G 0)| ≤ ε
    rw [abs_le]
    constructor <;> linarith [h1'.1, h1'.2]
  · show |(G' 2 - G' 1) - (G 2 - G 1)| ≤ ε
    rw [abs_le]
    constructor <;> linarith [h1'.1, h1'.2]
```

## (g) A path that attains the bound

Take levels $0,1,2,\dots$ with at least three steps. For $\varepsilon\ge0$, move level 1 to $1-\varepsilon$ and level 2 to $2+\varepsilon$. Show that this is an allowed fixed-endpoint shift and that
$$U_L(G)=1,\qquad U_L(G')=1+2\varepsilon.$$

In these definitions `n` counts the steps beyond three; `n = 0` gives $0,1,2,3$ moved to $0,1-\varepsilon,2+\varepsilon,3$.

```lean
/-- The evenly spaced levels `0, 1, 2, …` of a path with `n + 3` steps. -/
def ladder (n : ℕ) : Fin (n + 2 + 2) → ℝ := fun i => ((i : ℕ) : ℝ)

/-- The ladder with level `1` moved to `1 - ε` and level `2` moved to `2 + ε`. -/
def movedLadder (n : ℕ) (ε : ℝ) : Fin (n + 2 + 2) → ℝ := fun i =>
  if (i : ℕ) = 1 then 1 - ε else if (i : ℕ) = 2 then 2 + ε else ((i : ℕ) : ℝ)
```

Only levels 1 and 2 move, each by $\varepsilon$, and neither is an endpoint. All original steps equal 1. The new steps are
$$1-\varepsilon,\quad(2+\varepsilon)-(1-\varepsilon)=1+2\varepsilon,\quad3-(2+\varepsilon)=1-\varepsilon,$$
and any later ones equal 1. The largest is $1+2\varepsilon$. Lean gets the upper bound from the case split `hc` and the lower bound from step 1, counted from zero.

```lean
/-- For every path length of at least three steps and every `ε ≥ 0`, the moved ladder is a
fixed-endpoint shift of the ladder by at most `ε` that raises the limiting potential from
`1` to `1 + 2 ε`. -/
theorem shift_bound_attained (n : ℕ) {ε : ℝ} (hε : 0 ≤ ε) :
    FixedEndpointShift (ladder n) (movedLadder n ε) ε ∧
      limitingPotential (ladder n) = 1 ∧
      limitingPotential (movedLadder n ε) = 1 + 2 * ε := by
  refine ⟨⟨?_, ?_, ?_⟩, ?_, ?_⟩
  · simp [movedLadder, ladder]
  · show (if n + 2 + 1 = 1 then 1 - ε else if n + 2 + 1 = 2 then 2 + ε
      else ((n + 2 + 1 : ℕ) : ℝ)) = ((n + 2 + 1 : ℕ) : ℝ)
    rw [if_neg (by omega), if_neg (by omega)]
  · intro i
    unfold movedLadder ladder
    rw [abs_le]
    split_ifs with h1 h2
    · have e : ((i : ℕ) : ℝ) = 1 := by exact_mod_cast h1
      constructor <;> linarith
    · have e : ((i : ℕ) : ℝ) = 2 := by exact_mod_cast h2
      constructor <;> linarith
    · constructor <;> linarith
  · -- every step of the ladder costs exactly 1
    have hs : ∀ i, stepEnergy (ladder n) i = 1 := by
      rintro ⟨k, hk⟩
      show ((k + 1 : ℕ) : ℝ) - (k : ℝ) = 1
      push_cast
      ring
    exact le_antisymm (limitingPotential_le fun i => (hs i).le)
      ((hs 0).ge.trans (stepEnergy_le _ 0))
  · apply le_antisymm
    · apply limitingPotential_le
      rintro ⟨k, hk⟩
      show (if k + 1 = 1 then 1 - ε else if k + 1 = 2 then 2 + ε else ((k + 1 : ℕ) : ℝ))
        - (if k = 1 then 1 - ε else if k = 2 then 2 + ε else (k : ℝ)) ≤ 1 + 2 * ε
      have hc : k = 0 ∨ k = 1 ∨ k = 2 ∨ 3 ≤ k := by omega
      rcases hc with rfl | rfl | rfl | h3
      · norm_num
        linarith
      · norm_num
        linarith
      · norm_num
        linarith
      · rw [if_neg (by omega), if_neg (by omega), if_neg (by omega), if_neg (by omega)]
        push_cast
        linarith
    · -- the second step attains the maximum
      have h := stepEnergy_le (movedLadder n ε) ⟨1, by omega⟩
      have e : stepEnergy (movedLadder n ε) ⟨1, by omega⟩ = (2 + ε) - (1 - ε) := by
        show (if (1 + 1 : ℕ) = 1 then 1 - ε else if (1 + 1 : ℕ) = 2 then 2 + ε
            else ((1 + 1 : ℕ) : ℝ))
          - (if (1 : ℕ) = 1 then 1 - ε else if (1 : ℕ) = 2 then 2 + ε else ((1 : ℕ) : ℝ))
          = (2 + ε) - (1 - ε)
        norm_num
      linarith
```

## (h) When a ranking survives

Two catalysts have levels $G$ and $H$, possibly with different numbers of steps, and $U_L(G)+4\varepsilon<U_L(H)$. All levels move by at most $\varepsilon$. Show that
$$U_L(G')<U_L(H').$$

Applying (d) to each catalyst gives
$$U_L(G')\le U_L(G)+2\varepsilon<U_L(H)-2\varepsilon\le U_L(H').$$

In catalyst screening with electronic-structure energies, this gives a sufficient gap for trusting an order, provided that $\varepsilon$ really bounds every level error and the path is correct. Passing from $U_L$ to a measured onset potential is a further step, because activation barriers do not enter the model.

```lean
/-- If the limiting potentials of two catalysts differ by more than `4 ε`, their order
survives any change of the levels of both by at most `ε`. -/
theorem ranking_preserved {n m : ℕ} {G G' : Fin (n + 2) → ℝ} {H H' : Fin (m + 2) → ℝ}
    {ε : ℝ} (hG : ∀ i, |G' i - G i| ≤ ε) (hH : ∀ i, |H' i - H i| ≤ ε)
    (hgap : limitingPotential G + 4 * ε < limitingPotential H) :
    limitingPotential G' < limitingPotential H' := by
  have h1 := (abs_le.mp (limitingPotential_shift_of_levels hG)).2
  have h2 := (abs_le.mp (limitingPotential_shift_of_levels hH)).1
  linarith

end

end LimitingPotentialStability
```

```lean
#print axioms LimitingPotentialStability.limitingPotential_shift_of_levels
-- 'LimitingPotentialStability.limitingPotential_shift_of_levels' depends on axioms: [propext, Classical.choice, Quot.sound]
#print axioms LimitingPotentialStability.potential_shift_le
-- 'LimitingPotentialStability.potential_shift_le' depends on axioms: [propext, Classical.choice, Quot.sound]
#print axioms LimitingPotentialStability.shift_bound_attained
-- 'LimitingPotentialStability.shift_bound_attained' depends on axioms: [propext, Classical.choice, Quot.sound]
#print axioms LimitingPotentialStability.ranking_preserved
-- 'LimitingPotentialStability.ranking_preserved' depends on axioms: [propext, Classical.choice, Quot.sound]
```
